# Occupations between 0 and 1 that give Tr n and Tr n² for a density matrix with 0 ≤ n ≤ 1

The declaration concerns a density matrix `n` on a shell of finitely many orbitals, `d` in number: a complex `d` × `d` matrix such that both `n` and `1 - n` are positive semidefinite. The trace of `n` is not fixed in advance. The lemma says that there are `d` real numbers, the occupations, each between 0 and 1, whose sum is Tr n and whose squares sum to Tr n². The attempt takes the eigenvalues of `n` for these numbers, gets the bounds by carrying the two positivity conditions over to the eigenbasis, and gets the sums from the cyclic property of the trace.

Lean 4 with Mathlib refuses this proof:

```lean
import Mathlib

open Matrix
open scoped ComplexOrder

namespace ExistsOccupations

noncomputable section

/-- Complex matrices on a shell of `d` orbitals. -/
abbrev Mat (d : ℕ) := Matrix (Fin d) (Fin d) ℂ

/-- An admissible density matrix: `n` and `1 - n` are positive semidefinite. -/
def Admissible {d : ℕ} (n : Mat d) : Prop := n.PosSemidef ∧ (1 - n).PosSemidef

/-- An admissible density matrix has occupations in `[0, 1]` whose sum is `Tr n` and whose
squares sum to `Tr n²`. -/
theorem exists_occupations {d : ℕ} {n : Mat d} (h : Admissible n) :
    ∃ l : Fin d → ℝ, (∀ i, 0 ≤ l i ∧ l i ≤ 1) ∧ n.trace = ((∑ i, l i : ℝ) : ℂ) ∧
      (n * n).trace = ((∑ i, l i ^ 2 : ℝ) : ℂ) := by
  obtain ⟨hn, hn'⟩ := h
  -- diagonalise n by a unitary V
  obtain ⟨V, hV, l, hD⟩ : ∃ V : Mat d, star V * V = 1 ∧
      ∃ l : Fin d → ℝ, n = V * diagonal (fun i => (l i : ℂ)) * star V :=
    ⟨_, Matrix.mem_unitaryGroup_iff'.1 hn.isHermitian.eigenvectorUnitary.2,
      hn.isHermitian.eigenvalues, by
        have h := hn.isHermitian.spectral_theorem
        rw [Unitary.conjStarAlgAut_apply] at h
        exact h⟩
  obtain ⟨D, hl⟩ : ∃ D : Mat d, D = diagonal (fun i => (l i : ℂ)) := ⟨_, rfl⟩
  rw [← hl] at hD
  have hD' : star V * n * V = D := by
    rw [hD, show star V * (V * D * star V) * V = (star V * V) * D * (star V * V) by
      simp only [mul_assoc], hV, one_mul, mul_one]
  have hsq : n * n = V * (D * D) * star V := by
    rw [hD, show V * D * star V * (V * D * star V) = V * D * (star V * V) * D * star V by
      simp only [mul_assoc], hV, mul_one, mul_assoc V D D]
  have h0 := hn.conjTranspose_mul_mul_same V
  have h1 := hn'.conjTranspose_mul_mul_same V
  rw [← star_eq_conjTranspose, hD', hl] at h0
  rw [← star_eq_conjTranspose, mul_sub, sub_mul, mul_one, hV, hD', hl] at h1
  refine ⟨l, fun i => ⟨?_, ?_⟩, ?_, ?_⟩
  · exact Complex.zero_le_real.1 (posSemidef_diagonal_iff.1 h0 i)
  · have h := h1.diag_nonneg (i := i)
    rw [sub_apply, one_apply_eq, diagonal_apply_eq] at h
    exact sub_nonneg.1 (by exact_mod_cast h)
  · rw [hD, trace_mul_comm, ← mul_assoc, hV, one_mul, hl, trace_diagonal, Complex.ofReal_sum]
  · rw [hsq, trace_mul_comm, ← mul_assoc, hV, one_mul, hl, diagonal_mul_diagonal,
      trace_diagonal, Complex.ofReal_sum]
    exact Finset.sum_congr rfl fun i _ => by push_cast; ring

end

end ExistsOccupations
```

Messages:

```
Main.lean:45:8: error: Ambiguous term
  sub_apply
Possible interpretations:
  _root_.sub_apply : ∀ (f g : ?m.504) (x : ?m.505), (f - g) x = f x - g x
  
  Matrix.sub_apply : ∀ (A B : Matrix ?m.504 ?m.505 ?m.506) (i : ?m.504) (j : ?m.505), (A - B) i j = A i j - B i j
```

What went wrong. The error lies in the proof that each occupation is at most 1. There `h` says that a diagonal entry of `1 - diagonal ...` is nonnegative, and the rewrite should split that entry into a difference of entries.

Because the file has `open Matrix`, the short name `sub_apply` can mean either `Matrix.sub_apply`, which is about entries of a difference of matrices, or `_root_.sub_apply`, which is about a difference `f - g` applied to one argument. `rw` elaborates the lemma name before it looks for a match in `h`, so the matrix entry there can't settle the choice. Both readings elaborate, and Lean reports the name as ambiguous.

Writing `Matrix.sub_apply` in full leaves only the matrix lemma, which has the two indices that the entry needs. The diff also writes out `Matrix.one_apply_eq` and `Matrix.diagonal_apply_eq`. The rewrite stopped at `sub_apply`, before it reached those two names, so the message is no evidence about them either way. Their full names select the same matrix lemmas that the proof intends, and the reported error is cured by the first change alone.

Fix (accepted with no message):

```diff
@@ -43,5 +43,5 @@
   · exact Complex.zero_le_real.1 (posSemidef_diagonal_iff.1 h0 i)
   · have h := h1.diag_nonneg (i := i)
-    rw [sub_apply, one_apply_eq, diagonal_apply_eq] at h
+    rw [Matrix.sub_apply, Matrix.one_apply_eq, Matrix.diagonal_apply_eq] at h
     exact sub_nonneg.1 (by exact_mod_cast h)
   · rw [hD, trace_mul_comm, ← mul_assoc, hV, one_mul, hl, trace_diagonal, Complex.ofReal_sum]
```
